# For continuous q, solutions of u″ = qu with equal logarithmic derivatives at R are proportional on [R, S], across nodes

A radial wave is represented here by a pair of real functions, the wave $u$ and its slope $u'$, tied together by derivatives taken within a closed interval $[R,S]$. At $R$ the derivative is therefore one-sided and looks only outward. What the wave does inside $R$ plays no part, which suits a pseudopotential: an all-electron wave and a pseudo wave may differ completely in the core and still obey the same equation from the core radius $R$ outward.

```lean
import Mathlib

open Set

namespace LogDerivativeMatching

noncomputable section
```

## The radial equation on a closed interval

In Hartree atomic units, let $u(r)$ be $r$ times the radial wavefunction of one electron with energy $E$ and angular momentum $\ell$ in a local, spherically symmetric potential $V(r)$. The Schrödinger equation is then

$$u''(r) = q(r)\,u(r), \qquad q(r) = \frac{\ell(\ell+1)}{r^2} + 2\,\bigl(V(r)-E\bigr).$$

The formal statement keeps only $q$, an arbitrary real function. Two waves with the same energy, the same $\ell$ and the same potential on $[R,S]$ share the same $q$ there.

In the structure below, `Icc R S` is the interval $[R,S]$. The field `slope` says that $u$ has derivative $u'$ there, and `schrodinger` says that $u'$ has derivative $qu$. This is the second-order equation written as a first-order system. If $R=S$, the derivative conditions are empty, and the results below reduce to algebra at one point.

```lean
/-- A real radial wave `u` with slope `u'` solves `u'' = q u` on the interval `[R, S]`;
derivatives at the two ends are one-sided. -/
structure IsRadialSolution (q : ℝ → ℝ) (R S : ℝ) (u u' : ℝ → ℝ) : Prop where
  slope : ∀ r ∈ Icc R S, HasDerivWithinAt u (u' r) (Icc R S) r
  schrodinger : ∀ r ∈ Icc R S, HasDerivWithinAt u' (q r * u r) (Icc R S) r
```

The logarithmic derivative is $x(r) = u'(r)/u(r)$, which does not depend on the normalisation of the wave. Lean gives the quotient the value 0 at a node, so each theorem that uses `logDer` assumes that the waves are nonzero at the radii where it is evaluated.

```lean
/-- The logarithmic derivative `u' / u` of a wave `u` with slope `u'`, meaningful at radii
where `u` is nonzero. -/
def logDer (u u' : ℝ → ℝ) (r : ℝ) : ℝ := u' r / u r
```

## The Riccati equation away from nodes

Where $u(r)\neq 0$, the quotient rule and the radial equation give

$$x' = \frac{u''u-u'^2}{u^2} = \frac{q\,u^2-u'^2}{u^2} = q-x^2,$$

that is, $x'+x^2=q$. The amplitude has dropped out, leaving a first-order equation for $x$ alone. It breaks down at a node, where $x$ diverges, so the matching argument further on works with the waves themselves.

In `riccati`, the quotient rule is `.div`, applied to the two fields of the structure. The remaining lines check that its result equals $q-x^2$. Continuity of $q$ is not needed.

```lean
variable {q u u' v v' : ℝ → ℝ} {R S : ℝ}

/-- Riccati equation: wherever the wave is nonzero, its logarithmic derivative `x` obeys
`x' = q - x ^ 2`. -/
theorem riccati (hu : IsRadialSolution q R S u u') {r : ℝ} (hr : r ∈ Icc R S)
    (h0 : u r ≠ 0) :
    HasDerivWithinAt (logDer u u') (q r - logDer u u' r ^ 2) (Icc R S) r := by
  have h := (hu.schrodinger r hr).div (hu.slope r hr) h0
  refine h.congr_deriv ?_
  rw [logDer, div_pow, eq_sub_iff_add_eq, ← add_div, div_eq_iff (pow_ne_zero 2 h0)]
  ring
```

## A wave that starts with zero value and slope stays zero

Suppose that $q$ is continuous on $[R,S]$ and that $u(R)=u'(R)=0$. A continuous function on a closed bounded interval is bounded, so $|q|\le C$ for some $C$. Put $N=u^2+u'^2$. Then

$$N' = 2uu'+2u'\,qu = 2uu'(1+q).$$

This is at most $(1+C)N$, because

$$(1+C)N-2uu'(1+q) = \tfrac12\Bigl[(C-q)(u+u')^2+(2+C+q)(u-u')^2\Bigr]\ \ge\ 0,$$

where both brackets in front of the squares are nonnegative since $|q|\le C$. Consequently

$$\frac{d}{dr}\Bigl[N e^{-(1+C)r}\Bigr] = \bigl[N'-(1+C)N\bigr]e^{-(1+C)r}\ \le\ 0.$$

The damped quantity cannot grow. It is zero at $R$, so $N(r)\le 0$ for every $r$ in $[R,S]$. As a sum of squares, $N(r)$ is then zero, and so are $u(r)$ and $u'(r)$.

The proof of `eq_zero_of_initial` follows these lines. The statement `hd` computes the derivative of the damped quantity, and `hanti` shows that the quantity does not increase. Within `hanti`, `e1` and `e2` are the two nonnegative terms in the square bracket, which `nlinarith` combines. The final lines remove the positive exponential and separate the two squares.

```lean
/-- For continuous `q`, a solution whose value and slope both vanish at `R` vanishes,
together with its slope, on all of `[R, S]`. -/
theorem eq_zero_of_initial (hq : ContinuousOn q (Icc R S))
    (hu : IsRadialSolution q R S u u') (h0 : u R = 0) (h1 : u' R = 0)
    {r : ℝ} (hr : r ∈ Icc R S) : u r = 0 ∧ u' r = 0 := by
  obtain ⟨C, hC⟩ := isCompact_Icc.exists_bound_of_continuousOn hq
  -- the damped quantity `(u² + u'²) exp (-(1 + C) r)` and its derivative
  have hd : ∀ x ∈ Icc R S, HasDerivWithinAt
      (fun x => (u x * u x + u' x * u' x) * Real.exp (-(1 + C) * x))
      ((2 * u x * u' x * (1 + q x) - (1 + C) * (u x * u x + u' x * u' x))
        * Real.exp (-(1 + C) * x)) (Icc R S) x := by
    intro x hx
    have hE := ((hasDerivAt_id' x).const_mul (-(1 + C))).exp
    have hs := hu.slope x hx
    have ht := hu.schrodinger x hx
    refine (((hs.fun_mul hs).fun_add (ht.fun_mul ht)).fun_mul
      hE.hasDerivWithinAt).congr_deriv ?_
    ring
  -- it cannot grow, because `|q| ≤ C`
  have hanti : AntitoneOn
      (fun x => (u x * u x + u' x * u' x) * Real.exp (-(1 + C) * x)) (Icc R S) := by
    refine antitoneOn_of_hasDerivWithinAt_nonpos (convex_Icc R S)
      (fun x hx => (hd x hx).continuousWithinAt)
      (fun x hx => (hd x (interior_subset hx)).mono interior_subset) ?_
    intro x hx
    have hb := hC x (interior_subset hx)
    rw [Real.norm_eq_abs] at hb
    obtain ⟨hb1, hb2⟩ := abs_le.mp hb
    refine mul_nonpos_of_nonpos_of_nonneg ?_ (Real.exp_pos _).le
    have e1 : 0 ≤ (C - q x) * (u x + u' x) ^ 2 :=
      mul_nonneg (by linarith) (sq_nonneg _)
    have e2 : 0 ≤ (2 + C + q x) * (u x - u' x) ^ 2 :=
      mul_nonneg (by linarith [abs_nonneg (q x)]) (sq_nonneg _)
    nlinarith [e1, e2]
  have hle : (u r * u r + u' r * u' r) * Real.exp (-(1 + C) * r)
      ≤ (u R * u R + u' R * u' R) * Real.exp (-(1 + C) * R) :=
    hanti (left_mem_Icc.mpr (hr.1.trans hr.2)) hr hr.1
  rw [h0, h1] at hle
  have hsum : u r * u r + u' r * u' r ≤ 0 := by
    by_contra hneg
    have := mul_pos (not_le.mp hneg) (Real.exp_pos (-(1 + C) * r))
    linarith
  constructor
  · exact mul_self_eq_zero.mp
      (by linarith [mul_self_nonneg (u r), mul_self_nonneg (u' r)])
  · exact mul_self_eq_zero.mp
      (by linarith [mul_self_nonneg (u r), mul_self_nonneg (u' r)])
```

## Matching at R fixes the wave up to its amplitude

Let $u$ and $v$ solve the same equation with continuous $q$, both nonzero at $R$, with $u'(R)/u(R)=v'(R)/v(R)$. Set

$$c=\frac{v(R)}{u(R)},\qquad w=v-cu,\qquad w'=v'-cu'.$$

The equation is linear, so $w$ solves it too. At the matching radius,

$$w(R)=v(R)-\frac{v(R)}{u(R)}\,u(R)=0,\qquad
w'(R)=v(R)\left[\frac{v'(R)}{v(R)}-\frac{u'(R)}{u(R)}\right]=0.$$

By the previous result $w$ and $w'$ vanish on all of $[R,S]$, which gives

$$v(r)=\frac{v(R)}{u(R)}\,u(r),\qquad v'(r)=\frac{v(R)}{u(R)}\,u'(r).$$

The only divisions are by $u(R)$ and $v(R)$, so nodes at larger radii do no harm. Since $c\neq 0$, the two waves have the same nodes in $[R,S]$.

For one electron at a fixed energy and $\ell$, in a local potential that the all-electron and pseudo problems share beyond $R$, the logarithmic derivative at $R$ thus carries everything about the core that the outer wave feels, apart from its amplitude. Agreement at neighbouring energies, which norm conservation addresses, is a different question. Nonlocal potentials acting beyond $R$ and potentials with jumps in $[R,S]$ are not covered either.

In `proportional_of_logDer_eq`, `hw` is the statement that the difference solves the equation, while `h0` and `h1` are its zero value and slope at $R$. The equality of logarithmic derivatives enters through `hmatch`, used in `h1` after the denominators are cleared.

```lean
/-- Matching theorem: for continuous `q`, two solutions that are nonzero at `R` and have
equal logarithmic derivatives there are proportional in value and slope on all of `[R, S]`,
across nodes, with factor `v R / u R`. -/
theorem proportional_of_logDer_eq (hq : ContinuousOn q (Icc R S))
    (hu : IsRadialSolution q R S u u') (hv : IsRadialSolution q R S v v')
    (hu0 : u R ≠ 0) (hv0 : v R ≠ 0) (hmatch : logDer u u' R = logDer v v' R)
    {r : ℝ} (hr : r ∈ Icc R S) :
    v r = v R / u R * u r ∧ v' r = v R / u R * u' r := by
  -- the difference of the two sides solves the same equation
  have hw : IsRadialSolution q R S (fun x => v x - v R / u R * u x)
      (fun x => v' x - v R / u R * u' x) := by
    refine ⟨fun x hx => (hv.slope x hx).fun_sub ((hu.slope x hx).const_mul _),
      fun x hx => ?_⟩
    refine ((hv.schrodinger x hx).fun_sub
      ((hu.schrodinger x hx).const_mul (v R / u R))).congr_deriv ?_
    ring
  -- its value vanishes at `R` by the choice of factor, and its slope by the matching
  have h0 : v R - v R / u R * u R = 0 := by
    rw [div_mul_cancel₀ _ hu0, sub_self]
  have h1 : v' R - v R / u R * u' R = 0 := by
    unfold logDer at hmatch
    rw [div_eq_div_iff hu0 hv0] at hmatch
    rw [sub_eq_zero, div_mul_eq_mul_div, eq_div_iff hu0]
    linarith
  obtain ⟨ha, hb⟩ := eq_zero_of_initial hq hw h0 h1 hr
  exact ⟨sub_eq_zero.mp ha, sub_eq_zero.mp hb⟩
```

## The Wronskian is constant

When the logarithmic derivatives differ at $R$, the Wronskian $W=uv'-u'v$ keeps track of the difference. For two solutions with the same $q$,

$$W' = u'v'+u\,(qv)-(qu)\,v-u'v' = 0,$$

so $W(r)=W(R)$ throughout $[R,S]$.

The theorem `wronskian_const` needs no continuity of $q$, because the terms containing $q$ cancel point by point. Its proof first establishes the zero derivative in `hd`. It then applies the mean value inequality with derivative bound 0, which forces $W(r)-W(R)$ to vanish.

```lean
/-- The Wronskian `u v' - u' v` of two solutions of the same radial equation keeps on
`[R, S]` the value it has at `R`. -/
theorem wronskian_const (hu : IsRadialSolution q R S u u')
    (hv : IsRadialSolution q R S v v') {r : ℝ} (hr : r ∈ Icc R S) :
    u r * v' r - u' r * v r = u R * v' R - u' R * v R := by
  have hd : ∀ x ∈ Icc R S, HasDerivWithinAt (fun x => u x * v' x - u' x * v x)
      ((fun _ => (0 : ℝ)) x) (Icc R S) x := by
    intro x hx
    refine (((hu.slope x hx).fun_mul (hv.schrodinger x hx)).fun_sub
      ((hu.schrodinger x hx).fun_mul (hv.slope x hx))).congr_deriv ?_
    ring
  have h := Convex.norm_image_sub_le_of_norm_hasDerivWithin_le (C := 0) hd
    (fun x _ => by simp) (convex_Icc R S) (left_mem_Icc.mpr (hr.1.trans hr.2)) hr
  rw [zero_mul] at h
  exact sub_eq_zero.mp (norm_le_zero_iff.mp h)
```

## How a mismatch travels outward

Write $x_u=u'/u$ and $x_v=v'/v$. Where both waves are nonzero,

$$x_v-x_u=\frac{uv'-u'v}{uv}=\frac{W}{uv}.$$

Using this at $r$ and at $R$, with the same $W$, gives

$$x_v(r)-x_u(r)=\frac{u(R)\,v(R)}{u(r)\,v(r)}\,\bigl[x_v(R)-x_u(R)\bigr].$$

This is an exact relation and not a small-error estimate. Nodes may lie between $R$ and $r$; only the two end radii must avoid them. The mismatch is reduced in size where the product $|uv|$ has grown since $R$, and enlarged where it has shrunk.

In `logDer_mismatch`, `key` is the first identity. The proof uses it at both radii and replaces the Wronskian at $r$ by its value at $R$.

```lean
/-- Propagation of a matching error: between radii where both solutions are nonzero, the
difference of their logarithmic derivatives scales by `u R * v R / (u r * v r)`. -/
theorem logDer_mismatch (hu : IsRadialSolution q R S u u')
    (hv : IsRadialSolution q R S v v') (hu0 : u R ≠ 0) (hv0 : v R ≠ 0)
    {r : ℝ} (hr : r ∈ Icc R S) (hur : u r ≠ 0) (hvr : v r ≠ 0) :
    logDer v v' r - logDer u u' r
      = u R * v R / (u r * v r) * (logDer v v' R - logDer u u' R) := by
  -- a difference of logarithmic derivatives is the Wronskian over the product
  have key : ∀ x, u x ≠ 0 → v x ≠ 0 → logDer v v' x - logDer u u' x
      = (u x * v' x - u' x * v x) / (u x * v x) := by
    intro x hx hy
    unfold logDer
    rw [div_sub_div _ _ hy hx]
    congr 1 <;> ring
  rw [key r hur hvr, key R hu0 hv0, wronskian_const hu hv hr]
  field_simp
```

The factor in front of the bracket is a quotient of nonzero numbers, so it is itself nonzero. The left side therefore vanishes exactly when the bracket does:

$$x_v(r)=x_u(r)\quad\Longleftrightarrow\quad x_v(R)=x_u(R).$$

For this one-electron equation at fixed energy, exact equality of the logarithmic derivatives can therefore be tested at any radius in $[R,S]$ where both waves are nonzero, just as at $R$. A test within a tolerance can depend on the radius, because the size of a mismatch does. In the proof, `hc` records that the factor is nonzero.

```lean
/-- At a radius `r` in `[R, S]`, two solutions that are nonzero at both `R` and `r` have
equal logarithmic derivatives exactly when they have equal ones at `R`. -/
theorem logDer_eq_iff (hu : IsRadialSolution q R S u u')
    (hv : IsRadialSolution q R S v v') (hu0 : u R ≠ 0) (hv0 : v R ≠ 0)
    {r : ℝ} (hr : r ∈ Icc R S) (hur : u r ≠ 0) (hvr : v r ≠ 0) :
    logDer v v' r = logDer u u' r ↔ logDer v v' R = logDer u u' R := by
  have hc : u R * v R / (u r * v r) ≠ 0 :=
    div_ne_zero (mul_ne_zero hu0 hv0) (mul_ne_zero hur hvr)
  rw [← sub_eq_zero, logDer_mismatch hu hv hu0 hv0 hr hur hvr, mul_eq_zero,
    or_iff_right hc, sub_eq_zero]
```

## A cosine wave with a node

Take $q=-1$ on $[0,\pi]$, which describes free motion with unit wavenumber and $\ell=0$. The radius is measured from the matching point, so 0 is not the position of a nucleus. With $u=\cos r$ and $u'=-\sin r$,

$$u''=-\cos r=q\,u,\qquad u(0)=1,\qquad u(\pi/2)=0.$$

The wave is nonzero where the matching is done and has a node inside the interval. The constant $q$ is continuous, so the matching theorem applies to this wave and, for instance, $v=2\cos r$. It gives $v=2u$ on the whole interval, including $\pi/2$, where neither logarithmic derivative is defined.

```lean
/-- The cosine wave solves the radial equation with `q = -1` on `[0, π]`, is nonzero at the
matching radius `0`, and has a node at `π / 2`. -/
theorem cosine_witness :
    IsRadialSolution (fun _ => -1) 0 Real.pi Real.cos (fun r => -Real.sin r)
      ∧ Real.cos 0 ≠ 0 ∧ Real.cos (Real.pi / 2) = 0 := by
  refine ⟨⟨fun r _ => (Real.hasDerivAt_cos r).hasDerivWithinAt, fun r _ => ?_⟩,
    by simp, Real.cos_pi_div_two⟩
  exact (Real.hasDerivAt_sin r).fun_neg.hasDerivWithinAt.congr_deriv (by simp)

end

end LogDerivativeMatching
```

```lean
#print axioms LogDerivativeMatching.riccati
-- 'LogDerivativeMatching.riccati' depends on axioms: [propext, Classical.choice, Quot.sound]
#print axioms LogDerivativeMatching.proportional_of_logDer_eq
-- 'LogDerivativeMatching.proportional_of_logDer_eq' depends on axioms: [propext, Classical.choice, Quot.sound]
#print axioms LogDerivativeMatching.logDer_eq_iff
-- 'LogDerivativeMatching.logDer_eq_iff' depends on axioms: [propext, Classical.choice, Quot.sound]
```
